# In the zero-potential tail of a chain, density decay gives the highest occupied orbital energy if it lies below the band

A few electrons are held by an attractive potential near the end of a half-infinite chain of sites. Further out the potential is zero, and all that remains there is the faint tail of the density. Can the energy of the highest occupied orbital be read off from that tail?

For non-interacting electrons with nearest-neighbour hopping of known amplitude it can, provided that this orbital is non-degenerate, lies below the band and reaches the tail. This gives a check on a lattice calculation with a fixed potential that is zero in the tail: the energy extracted from the density must approach the highest occupied eigenvalue further and further out. On a finite chain this holds only well before the far end, which disturbs the decay. A self-consistent Kohn-Sham potential usually only approaches zero in the tail, because its Hartree and exchange-correlation parts depend on the density; the theorems below do not cover that case.

## From the hopping equation to the energy

Number the sites of the tail $k = 0, 1, 2, \dots$ Let $t > 0$ be the hopping amplitude, $\varepsilon$ the orbital energy and $\phi_k$ the real orbital amplitude at site $k$. Where the potential vanishes,
$$-t(\phi_{k+2} + \phi_k) = \varepsilon\,\phi_{k+1}, \qquad k \ge 0.$$
The equation is not imposed at site 0, whose other neighbour belongs to the region with the potential. Plane waves on the chain have energies from $-2t$ to $2t$, so $\varepsilon < -2t$ describes a state below the band.

**The claim for one orbital.** If $\varepsilon < -2t$, the bounded solutions are exactly $\phi_k = \phi_0 l^k$, where $l$ is the unique number in $(0,1)$ with $\varepsilon = -t(l + 1/l)$.

*The decay factor.* Multiplying the condition on $l$ by $l$ gives $t l^2 + \varepsilon l + t = 0$. Take the root
$$l = \frac{-\varepsilon - s}{2t}, \qquad s = \sqrt{\varepsilon^2 - 4t^2}.$$
Since $s < -\varepsilon$, we have $l > 0$. Since $s^2 = (-\varepsilon - 2t)(-\varepsilon + 2t) > (-\varepsilon - 2t)^2$, we have $s > -\varepsilon - 2t$, hence $l < 1$. The product of the two roots is 1, so the other root is $1/l > 1$, and $l$ is the only one in $(0,1)$.

*Removing the growing part.* Put $d_k = \phi_{k+1} - l\phi_k$. The hopping equation reads $\phi_{k+2} = (l + 1/l)\phi_{k+1} - \phi_k$, so
$$l\,d_{k+1} = (l^2 + 1)\phi_{k+1} - l\phi_k - l^2\phi_{k+1} = d_k.$$
Therefore $l^k d_k = d_0$. If $|\phi_k| \le C$ for all $k$, then $|d_k| \le 2C$ and $|d_0| \le 2C\,l^k \to 0$. Thus $d_0 = 0$, every $d_k$ vanishes, and $\phi_{k+1} = l\phi_k$. Conversely, $\phi_0 l^k$ is bounded by $|\phi_0|$, and inserting it into the hopping equation returns the condition on $l$.

*Higher energy, slower decay.* Let $e_1 < e_2 < -2t$ have decay factors $a$ and $b$. Then
$$(e_2 - e_1)\,ab = t(b - a)(1 - ab).$$
The left side and $1 - ab$ are positive, so $a < b$.

*The density.* Let orbitals $\phi_{j,k}$ have energies $e_j$, decay factors $l_j$ and occupations $f_j$, and let $H$ be strictly highest in energy, with $e_H < -2t$. The density is
$$n_k = \sum_j f_j\phi_{j,k}^2 = \sum_j f_j\phi_{j,0}^2\, l_j^{2k}.$$
Dividing by $l_H^{2k}$ leaves the constant $f_H\phi_{H,0}^2$ plus terms with factors $(l_j/l_H)^{2k} \to 0$. If $f_H$ and $\phi_{H,0}$ are nonzero, it follows that $n_{k+1}/n_k \to l_H^2$. With $r_k = \sqrt{n_{k+1}/n_k}$, this gives $-t(r_k + 1/r_k) \to e_H$.

**Inside the band the claim fails.** At $\varepsilon = 0$ the sequence $0, 1, 0, -1, 0, 1, \dots$ is bounded and solves the hopping equation, yet it does not decay, and $\phi_0 = 0$ does not make it vanish.

**Above the band** the argument for one orbital applies after a change of sign. If $\varepsilon > 2t$, then $(-1)^k\phi_k$ solves the equation with energy $-\varepsilon$. The bounded solutions are therefore $\phi_0(-l)^k$, with $l$ the decay factor belonging to $-\varepsilon$. There a higher energy means a faster decay, so of several such orbitals the highest does not dominate the tail, and the density result does not carry over.

## The half-line, orbitals and density in Lean

Sites are natural numbers and an orbital is a function `ℕ → ℝ`.

```lean
import Mathlib

open Filter Topology

namespace LatticeDensityDecay

noncomputable section
```

The predicate `TailEquation` is the hopping equation with the same indices as above. It fixes the sign convention $-t$ and puts the zero of energy at the potential of the tail.

```lean
/-- The hopping equation with amplitude `t` and orbital energy `eps` on a half-line of sites
with zero potential, imposed at every site except the first. -/
def TailEquation (t eps : ℝ) (phi : ℕ → ℝ) : Prop :=
  ∀ k, -t * (phi (k + 2) + phi k) = eps * phi (k + 1)
```

Boundedness is a separate condition. Every normalisable orbital satisfies it, but no normalisation is required.

```lean
/-- The orbital amplitudes stay below a common bound on all sites. -/
def BoundedOrbital (phi : ℕ → ℝ) : Prop := ∃ C, ∀ k, |phi k| ≤ C
```

The decay factor is defined by the explicit root.

```lean
/-- The decay factor per site, for `t > 0` and `eps < -2t`. -/
def decayFactor (t eps : ℝ) : ℝ := (-eps - √(eps ^ 2 - 4 * t ^ 2)) / (2 * t)
```

The density sums over a finite index type `ι`. Occupations are arbitrary real numbers, which includes the physical values. For orbitals normalised over the whole lattice, `phi j 0` is the normalised amplitude at the first tail site; rescaling an orbital can be absorbed into its occupation.

```lean
/-- The density at site `k` of orbitals `phi j` with occupations `f j`. -/
def density {ι : Type*} [Fintype ι] (f : ι → ℝ) (phi : ι → ℕ → ℝ) (k : ℕ) : ℝ :=
  ∑ j, f j * phi j k ^ 2
```

## The root between 0 and 1

The first theorem says that for $t > 0$ and $\varepsilon < -2t$ the explicit root lies in $(0,1)$ and solves the quadratic. The facts `hup` and `hlow` are the two estimates on $s$. The last step checks the quadratic from $s^2 = \varepsilon^2 - 4t^2$.

```lean
/-- For `t > 0` and an energy below the band, `eps < -2t`, the decay factor lies strictly
between 0 and 1 and solves the characteristic equation of the hopping recursion. -/
theorem decayFactor_spec {t eps : ℝ} (ht : 0 < t) (he : eps < -2 * t) :
    0 < decayFactor t eps ∧ decayFactor t eps < 1 ∧
      t * decayFactor t eps ^ 2 + eps * decayFactor t eps + t = 0 := by
  have htt := mul_pos ht ht
  have hgap : 0 < -eps - 2 * t := by linarith
  have hprod := mul_pos ht hgap
  have hs : √(eps ^ 2 - 4 * t ^ 2) ^ 2 = eps ^ 2 - 4 * t ^ 2 :=
    Real.sq_sqrt (by nlinarith)
  have hup : √(eps ^ 2 - 4 * t ^ 2) < -eps :=
    (Real.sqrt_lt' (by linarith)).2 (by nlinarith)
  have hlow : -eps - 2 * t < √(eps ^ 2 - 4 * t ^ 2) :=
    (Real.lt_sqrt hgap.le).2 (by nlinarith)
  have hl : 2 * t * decayFactor t eps = -eps - √(eps ^ 2 - 4 * t ^ 2) := by
    unfold decayFactor
    exact mul_div_cancel₀ _ (by positivity)
  refine ⟨div_pos (by linarith) (by linarith), ?_, ?_⟩
  · exact (div_lt_one (by linarith)).2 (by linarith)
  · have h4 : 4 * t ≠ 0 := by positivity
    apply mul_left_cancel₀ h4
    linear_combination
      (2 * t * decayFactor t eps + eps - √(eps ^ 2 - 4 * t ^ 2)) * hl + hs
```

Uniqueness is stated as an equivalence: a real `l` lies in $(0,1)$ and satisfies $\varepsilon = -t(l + 1/l)$ exactly when it equals `decayFactor t eps`. Combining the quadratics for two roots $l$ and $m$ gives $t(l - m)(lm - 1) = 0$, which is `hz`. Both roots are below 1, so the factor $lm - 1$ is nonzero and the roots coincide.

```lean
/-- For `t > 0` and `eps < -2t`, the decay factor is the one and only `l` in (0,1) with
`eps = -t (l + 1/l)`. -/
theorem decayFactor_unique {t eps : ℝ} (ht : 0 < t) (he : eps < -2 * t) (l : ℝ) :
    (0 < l ∧ l < 1 ∧ eps = -t * (l + l⁻¹)) ↔ l = decayFactor t eps := by
  obtain ⟨m0, m1, mq⟩ := decayFactor_spec ht he
  constructor
  · rintro ⟨l0, l1, h⟩
    have hi : l * l⁻¹ = 1 := mul_inv_cancel₀ l0.ne'
    have lq : t * l ^ 2 + eps * l + t = 0 := by linear_combination l * h - t * hi
    -- two distinct roots would have product one
    have hz : (l - decayFactor t eps) * (t * (l * decayFactor t eps - 1)) = 0 := by
      linear_combination decayFactor t eps * lq - l * mq
    have hlt : l * decayFactor t eps < 1 := by
      nlinarith [mul_pos m0 (sub_pos.2 l1)]
    have hne : t * (l * decayFactor t eps - 1) ≠ 0 :=
      mul_ne_zero ht.ne' (by linarith)
    exact sub_eq_zero.1 ((mul_eq_zero.1 hz).resolve_right hne)
  · rintro rfl
    refine ⟨m0, m1, ?_⟩
    have hi := mul_inv_cancel₀ m0.ne'
    apply mul_left_cancel₀ m0.ne'
    linear_combination mq + t * hi
```

## Bounded solutions are pure exponentials

The next theorem is the claim for one orbital, in both directions. Here `step` is $l\,d_{k+1} = d_k$, and `grow` is $l^k d_k = d_0$, obtained by induction. The bound `hb` and the limit `hlim` together force $d_0 = 0$, and a second induction builds up $\phi_k = \phi_0 l^k$. The converse substitutes the exponential and uses the quadratic.

```lean
/-- For `t > 0` and `eps < -2t`, an orbital solves the tail equation and stays bounded
exactly when it decays as a pure exponential with the decay factor of its energy. -/
theorem bounded_tail_iff {t eps : ℝ} (ht : 0 < t) (he : eps < -2 * t) (phi : ℕ → ℝ) :
    (TailEquation t eps phi ∧ BoundedOrbital phi) ↔
      ∀ k, phi k = phi 0 * decayFactor t eps ^ k := by
  obtain ⟨l0, l1, q⟩ := decayFactor_spec ht he
  set l := decayFactor t eps
  constructor
  · rintro ⟨h, C, hC⟩
    -- the growing component is multiplied by 1/l from site to site
    have step : ∀ k, l * (phi (k + 2) - l * phi (k + 1)) = phi (k + 1) - l * phi k := by
      intro k
      apply mul_left_cancel₀ ht.ne'
      linear_combination (-l) * h k - phi (k + 1) * q
    have grow : ∀ k, l ^ k * (phi (k + 1) - l * phi k) = phi 1 - l * phi 0 := by
      intro k
      induction k with
      | zero => simp
      | succ k ih => linear_combination l ^ k * step k + ih
    -- boundedness forces this component to vanish
    have hb : ∀ k, |phi 1 - l * phi 0| ≤ l ^ k * (2 * C) := by
      intro k
      rw [← grow k, abs_mul, abs_of_pos (pow_pos l0 k)]
      refine mul_le_mul_of_nonneg_left ?_ (pow_pos l0 k).le
      have h1 := abs_le.1 (hC (k + 1))
      have h2 := abs_le.1 (hC k)
      have hC0 : 0 ≤ C := (abs_nonneg _).trans (hC 0)
      rw [abs_le]
      constructor <;> nlinarith
    have hlim : Tendsto (fun k : ℕ => l ^ k * (2 * C)) atTop (𝓝 0) := by
      simpa using (tendsto_pow_atTop_nhds_zero_of_lt_one l0.le l1).mul_const (2 * C)
    have hd : phi 1 - l * phi 0 = 0 :=
      abs_eq_zero.1 (le_antisymm (ge_of_tendsto' hlim hb) (abs_nonneg _))
    intro k
    induction k with
    | zero => simp
    | succ k ih =>
      have hk := (mul_eq_zero.1 ((grow k).trans hd)).resolve_left (pow_pos l0 k).ne'
      linear_combination hk + l * ih
  · intro h
    refine ⟨fun k => ?_, |phi 0|, fun k => ?_⟩
    · rw [h (k + 2), h (k + 1), h k]
      linear_combination (-(phi 0 * l ^ k)) * q
    · rw [h k, abs_mul, abs_of_pos (pow_pos l0 k)]
      exact mul_le_of_le_one_right (abs_nonneg _) (pow_le_one₀ l0.le l1.le)
```

Boundedness does real work, because $l^{-k}$ solves the same equation. The following theorem proves this and shows that the sequence is unbounded: if it were bounded, the previous theorem at $k = 1$ would give $1/l = l$, which is impossible for $0 < l < 1$.

```lean
/-- For `t > 0` and `eps < -2t`, the inverse powers of the decay factor also solve the tail
equation, but they are unbounded. -/
theorem growing_solution {t eps : ℝ} (ht : 0 < t) (he : eps < -2 * t) :
    TailEquation t eps (fun k => (decayFactor t eps)⁻¹ ^ k) ∧
      ¬ BoundedOrbital (fun k => (decayFactor t eps)⁻¹ ^ k) := by
  obtain ⟨l0, l1, h⟩ := (decayFactor_unique ht he _).2 rfl
  have hi := mul_inv_cancel₀ l0.ne'
  have htail : TailEquation t eps (fun k => (decayFactor t eps)⁻¹ ^ k) := by
    intro k
    linear_combination (-(decayFactor t eps)⁻¹ ^ (k + 1)) * h
      + t * (decayFactor t eps)⁻¹ ^ k * hi
  refine ⟨htail, fun hb => ?_⟩
  have h1 := (bounded_tail_iff ht he _).1 ⟨htail, hb⟩ 1
  simp only [pow_one, pow_zero, one_mul] at h1
  rw [h1] at hi
  nlinarith
```

## The slowest decay belongs to the highest orbital

Strict monotonicity is proved by contradiction. The identity `hid` is the relation between $e_2 - e_1$ and $b - a$ derived above; if $b \le a$, its two sides would have incompatible signs.

```lean
/-- For `t > 0`, of two energies below `-2t` the higher one has the larger decay factor. -/
theorem decayFactor_lt {t e₁ e₂ : ℝ} (ht : 0 < t) (h : e₁ < e₂) (he : e₂ < -2 * t) :
    decayFactor t e₁ < decayFactor t e₂ := by
  obtain ⟨a0, a1, qa⟩ := decayFactor_spec ht (h.trans he)
  obtain ⟨b0, b1, qb⟩ := decayFactor_spec ht he
  set a := decayFactor t e₁
  set b := decayFactor t e₂
  by_contra hn
  have hab : a * b < 1 := by nlinarith [mul_pos b0 (sub_pos.2 a1)]
  have hpos : 0 < (e₂ - e₁) * (a * b) := mul_pos (sub_pos.2 h) (mul_pos a0 b0)
  have hneg : 0 ≤ t * ((a - b) * (1 - a * b)) :=
    mul_nonneg ht.le (mul_nonneg (by linarith) (by linarith))
  have hid : (e₂ - e₁) * (a * b) = -(t * ((a - b) * (1 - a * b))) := by
    linear_combination a * qb - b * qa
  linarith
```

For the density, `H` is the index of the highest orbital, and `htop` says that every other listed orbital has strictly lower energy. Empty orbitals above `H` should therefore be left out of `ι`. Two electrons of opposite spin in one spatial orbital can be described by occupation 2, but two different orbitals at the top energy are excluded. The hypothesis `hphi` assumes that each orbital is a bounded solution in the tail; it is not derived from a Hamiltonian for the whole chain.

The theorem gives the limit of $n_k/l_H^{2k}$. In the proof, `hterm` finds the limit of each summand: the contribution of `H` is constant, and every other one is a multiple of a power of $(l_j/l_H)^2 < 1$. The finite sum of these limits is the result.

```lean
variable {ι : Type*} [Fintype ι]

/-- Let `t > 0`, and let bounded orbitals solve the tail equation, with orbital `H` strictly
highest in energy and below `-2t`. Then the density divided by the squared decay of `H`
tends to the contribution of `H` at the first site. -/
theorem density_asymptotics {t : ℝ} (ht : 0 < t) (f e : ι → ℝ) (phi : ι → ℕ → ℝ) (H : ι)
    (hH : e H < -2 * t) (htop : ∀ j, j ≠ H → e j < e H)
    (hphi : ∀ j, TailEquation t (e j) (phi j) ∧ BoundedOrbital (phi j)) :
    Tendsto (fun k => density f phi k / (decayFactor t (e H) ^ 2) ^ k) atTop
      (𝓝 (f H * phi H 0 ^ 2)) := by
  classical
  have he : ∀ j, e j < -2 * t := fun j => by
    by_cases hj : j = H
    · rw [hj]; exact hH
    · exact (htop j hj).trans hH
  have L0 := (decayFactor_spec ht hH).1
  have hterm : ∀ j, Tendsto
      (fun k => f j * phi j k ^ 2 / (decayFactor t (e H) ^ 2) ^ k) atTop
      (𝓝 (if j = H then f H * phi H 0 ^ 2 else 0)) := by
    intro j
    have hfun : (fun k => f j * phi j k ^ 2 / (decayFactor t (e H) ^ 2) ^ k) =
        fun k => f j * phi j 0 ^ 2 *
          ((decayFactor t (e j) / decayFactor t (e H)) ^ 2) ^ k := by
      funext k
      rw [(bounded_tail_iff ht (he j) _).1 (hphi j) k, div_pow, div_pow]
      ring
    rw [hfun]
    by_cases hj : j = H
    · subst hj
      simp [div_self L0.ne']
    · -- lower orbitals are exponentially suppressed
      have j0 := (decayFactor_spec ht (he j)).1
      have hr := (div_lt_one L0).2 (decayFactor_lt ht (htop j hj) hH)
      have hr2 := pow_lt_one₀ (div_pos j0 L0).le hr two_ne_zero
      simpa [hj] using
        (tendsto_pow_atTop_nhds_zero_of_lt_one (sq_nonneg _) hr2).const_mul
          (f j * phi j 0 ^ 2)
  have hsum := tendsto_finsetSum Finset.univ (fun j _ => hterm j)
  simpa [density, Finset.sum_div] using hsum
```

## Reading the energy from neighbouring densities

The last theorem adds that `H` is occupied and nonzero at site 0. By the single-orbital result, an amplitude of zero there would remove the orbital from the entire tail. The conclusion is the limit $-t(r_k + 1/r_k) \to e_H$.

The intermediate fact `hratio` is $n_{k+1}/n_k \to l_H^2$, obtained by dividing the shifted limit of the previous theorem by the unshifted one. Continuity of the square root and of the inverse at $l_H > 0$ then gives $l_H + 1/l_H$, and `decayFactor_unique` turns this into $e_H$. With unrestricted signs of the occupations, $n_k$ could vanish at some sites; Lean then assigns the quotient the value 0, which does not affect the limit.

```lean
/-- Let `t > 0`, and let bounded orbitals solve the tail equation, with orbital `H` strictly
highest in energy, below `-2t`, occupied and nonzero at the first site. Then the density
ratio of neighbouring sites yields the energy of `H` in the limit of distant sites. -/
theorem energy_from_density {t : ℝ} (ht : 0 < t) (f e : ι → ℝ) (phi : ι → ℕ → ℝ) (H : ι)
    (hH : e H < -2 * t) (htop : ∀ j, j ≠ H → e j < e H)
    (hphi : ∀ j, TailEquation t (e j) (phi j) ∧ BoundedOrbital (phi j))
    (hf : f H ≠ 0) (h0 : phi H 0 ≠ 0) :
    Tendsto (fun k => -t * (√(density f phi (k + 1) / density f phi k) +
      (√(density f phi (k + 1) / density f phi k))⁻¹)) atTop (𝓝 (e H)) := by
  obtain ⟨L0, -, hL⟩ := (decayFactor_unique ht hH _).2 rfl
  have hA : f H * phi H 0 ^ 2 ≠ 0 := mul_ne_zero hf (pow_ne_zero 2 h0)
  have hg := density_asymptotics ht f e phi H hH htop hphi
  -- the density ratio tends to the squared decay factor
  have hratio : Tendsto (fun k => density f phi (k + 1) / density f phi k) atTop
      (𝓝 (decayFactor t (e H) ^ 2)) := by
    have hq := ((hg.comp (tendsto_add_atTop_nat 1)).div hg hA).mul_const
      (decayFactor t (e H) ^ 2)
    rw [div_self hA, one_mul] at hq
    refine hq.congr fun k => ?_
    simp only [Function.comp_apply, Pi.div_apply]
    have hLne := L0.ne'
    by_cases hn : density f phi k = 0
    · simp [hn]
    · rw [pow_succ (decayFactor t (e H) ^ 2) k]
      field_simp
  have hs := (Real.continuous_sqrt.tendsto _).comp hratio
  rw [Real.sqrt_sq L0.le] at hs
  have hfin := (hs.add (hs.inv₀ L0.ne')).const_mul (-t)
  rw [← hL] at hfin
  exact hfin

end

end LatticeDensityDecay
```

```lean
#print axioms LatticeDensityDecay.growing_solution
-- 'LatticeDensityDecay.growing_solution' depends on axioms: [propext, Classical.choice, Quot.sound]
#print axioms LatticeDensityDecay.energy_from_density
-- 'LatticeDensityDecay.energy_from_density' depends on axioms: [propext, Classical.choice, Quot.sound]
```

The energy obtained is that of an orbital in a tail with exactly zero potential. Identifying it with minus the ionisation energy of an interacting system, as exact Kohn-Sham theory does, needs a separate argument about the interacting density, and a potential that only approaches zero needs control of its remaining tail.
